# Schur lemma for spin $n/2$: only scalars commute with $J_z$ and $J_+$

**Q.** Take one angular momentum multiplet of spin $s = n/2$, with $n$ a natural number and $n+1$ states, and an operator $A$ that maps the multiplet into itself, say the Hamiltonian of a free atom projected onto the multiplet, or the Casimir operator $J^2$. If $A$ is rotationally invariant we write $A = c\,\mathbb 1$, with $c$ a number and $\mathbb 1$ the identity, and say that all $n+1$ levels are degenerate. The Lean theorem mentions only $J_z$ and $J_+$. I see no rotations, no $J_y$ and no irreducibility in it, so I doubt that it says what we use.

**A.** An invariant operator commutes with $J_x$, $J_y$ and $J_z$, hence with $J_+ = J_x + \mathrm i J_y$. Commuting with $J_z$ and $J_+$ therefore asks no more than invariance does, and it is enough. Set $\hbar = 1$ and label the basis states $e_k$ by $k = 0, \dots, n$, so that $J_z e_k = m_k e_k$ with $m_k = n/2 - k$. The raising operator acts as $J_+ e_{k+1} = \ell_k e_k$ with $\ell_k = \sqrt{(k+1)(n-k)}$ for $k < n$, and $J_+ e_0 = 0$.

First step: for row $i$ and column $j$,
$$(A J_z - J_z A)_{ij} = (m_j - m_i)\,A_{ij}.$$
If the commutator vanishes and $i \ne j$, then $m_j - m_i = i - j \neq 0$, so $A_{ij} = 0$. Thus $A = \operatorname{diag}(a_0, \dots, a_n)$ with $a_k = A_{kk}$.

Second step: for such a diagonal $A$,
$$(A J_+ - J_+ A)_{k,k+1} = (a_k - a_{k+1})\,\ell_k .$$
For $k < n$ both factors under the root are positive, so $\ell_k > 0$ and $a_{k+1} = a_k$.

Third step: $a_0 = a_1 = \dots = a_n$, so $A = a_0 \mathbb 1$. Conversely, $c\,\mathbb 1$ commutes with every matrix.

**Q.** Show me on numbers that this selects anything.

**A.** For spin 1, $n = 2$, we have $J_z = \operatorname{diag}(1, 0, -1)$ and $\ell_0 = \sqrt{1 \cdot 2} = \sqrt 2$, $\ell_1 = \sqrt{2 \cdot 1} = \sqrt 2$. The operator $J_z^2 = \operatorname{diag}(1,0,1)$ passes the first step and fails the second, because the $(0,1)$ element of its commutator with $J_+$ is $(1 - 0)\sqrt 2$. It splits the multiplet, as an axial term should. Now take $J^2 = J_- J_+ + J_z^2 + J_z$ with $J_-$ the transpose of $J_+$. Here $J_- J_+ = \operatorname{diag}(0,2,2)$ and $J_z^2 + J_z = \operatorname{diag}(2,0,0)$, so the sum is $2 \cdot \mathbb 1$, with trace $6$ and $6/3 = 2 = s(s+1)$.

**Q.** Then let me see how the matrices are set up formally.

**A.** Operators on the multiplet are complex matrices indexed by `Fin (n + 1)`, the integers $0, \dots, n$. The index is the $k$ used above, and $k = 0$ is the top state $m_0 = +n/2$.

```lean
import Mathlib

open Matrix

namespace SpinSchurLemma

noncomputable section

/-- Complex matrices acting on the `n + 1` basis states `k = 0, …, n` of spin `n / 2`. -/
abbrev SpinMatrix (n : ℕ) := Matrix (Fin (n + 1)) (Fin (n + 1)) ℂ
```

The function `mQ` is $m_k$. It takes complex values because it fills a complex matrix, and `(n : ℂ) / 2` is true division, so half-integer spins come out correctly. The function `ladderCoeff` is $\ell_k$, with the difference $n - k$ formed in the real numbers.

```lean
/-- The magnetic quantum number `m = n / 2 - k` of the basis state `k`. -/
def mQ (n : ℕ) (k : Fin (n + 1)) : ℂ := (n : ℂ) / 2 - ((k : ℕ) : ℂ)

/-- The ladder coefficient `√((k + 1)(n - k))`. -/
def ladderCoeff (n k : ℕ) : ℝ := Real.sqrt (((k : ℝ) + 1) * ((n : ℝ) - (k : ℝ)))
```

`Jz` is the diagonal matrix of the $m_k$, and `Jp` has $\ell_i$ in row $i$, column $i + 1$. A column $i+1$ exists only for $i < n$, so the root is only ever taken of a positive number.

```lean
/-- The spin `n / 2` matrix `Jz`, diagonal with entries `n / 2 - k`. -/
def Jz (n : ℕ) : SpinMatrix n := Matrix.diagonal (mQ n)

/-- The raising matrix `J₊`, with `√((k + 1)(n - k))` at position `(k, k + 1)` and zero
elsewhere. -/
def Jp (n : ℕ) : SpinMatrix n :=
  Matrix.of fun i j =>
    if (j : ℕ) = (i : ℕ) + 1 then ((ladderCoeff n (i : ℕ) : ℝ) : ℂ) else 0
```

`Jm` is the plain transpose, which equals the adjoint because the entries are real, and `Jx` is $(J_+ + J_-)/2$.

```lean
/-- The lowering matrix `J₋`, the transpose of `J₊`. -/
def Jm (n : ℕ) : SpinMatrix n := (Jp n)ᵀ

/-- The spin `n / 2` matrix `Jx = (J₊ + J₋) / 2`. -/
def Jx (n : ℕ) : SpinMatrix n := (1 / 2 : ℂ) • (Jp n + Jm n)
```

**Q.** These are matrices with suggestive names. What tells me that they are the spin matrices?

**A.** The comparison of the definitions with the usual formula $J_+ |m\rangle = \sqrt{(s-m)(s+m+1)}\,|m+1\rangle$, where $|m\rangle$ is the normalised state with $J_z$ eigenvalue $m$. For $e_{k+1}$ we have $m = s - k - 1$, so $s - m = k+1$ and $s + m + 1 = 2s - k = n - k$, which reproduces $\ell_k$. The relative phases of the basis states are fixed by taking all $\ell_k$ real and positive. Your doubt is fair in one respect: no theorem here states $[J_z, J_+] = J_+$ or $[J_+, J_-] = 2J_z$, the matrix $J_y$ is not defined, and the rotation group does not occur. The matrices are given, not derived from the algebra.

**Q.** If the commutation relations are never used, what does the proof use?

**A.** Two properties: distinct diagonal entries in one matrix and a nowhere vanishing superdiagonal in the other. The first lemma is the first step for any diagonal entries $d_i$ on any finite index set, which Lean calls `m` and which is unrelated to $m_k$. The hypothesis `Function.Injective d` says that the $d_i$ are pairwise distinct. After `Matrix.mul_diagonal` and `Matrix.diagonal_mul`, the equation `h1` reads $A_{ij} d_j = d_i A_{ij}$; `h2` is its factored form $(d_j - d_i) A_{ij} = 0$; and `mul_eq_zero` splits it into $d_j = d_i$, which contradicts $i \ne j$, or $A_{ij} = 0$.

```lean
/-- A matrix commuting with a diagonal matrix of pairwise distinct entries has vanishing
off-diagonal elements. -/
theorem offdiag_eq_zero_of_commute {m : Type*} [Fintype m] [DecidableEq m]
    (d : m → ℂ) (hd : Function.Injective d) (A : Matrix m m ℂ)
    (h : A * Matrix.diagonal d = Matrix.diagonal d * A) {i j : m} (hij : i ≠ j) :
    A i j = 0 := by
  have h1 : (A * Matrix.diagonal d) i j = (Matrix.diagonal d * A) i j :=
    congrFun (congrFun h i) j
  rw [Matrix.mul_diagonal, Matrix.diagonal_mul] at h1
  -- the (i, j) element of the commutator is (d j - d i) A i j
  have h2 : (d j - d i) * A i j = 0 := by linear_combination h1
  rcases mul_eq_zero.mp h2 with h3 | h3
  · exact absurd (hd (sub_eq_zero.mp h3)).symm hij
  · exact h3
```

The second lemma is the second step for an arbitrary matrix $B$ and an arbitrary position: $(a_i - a_j) B_{ij} = 0$ with $B_{ij} \neq 0$ gives $a_i = a_j$.

```lean
/-- If a diagonal matrix commutes with `B` and the element `B i j` is nonzero, its entries
at `i` and `j` are equal. -/
theorem diag_eq_of_coupled {m : Type*} [Fintype m] [DecidableEq m]
    (a : m → ℂ) (B : Matrix m m ℂ)
    (h : Matrix.diagonal a * B = B * Matrix.diagonal a) {i j : m} (hB : B i j ≠ 0) :
    a i = a j := by
  have h1 : (Matrix.diagonal a * B) i j = (B * Matrix.diagonal a) i j :=
    congrFun (congrFun h i) j
  rw [Matrix.mul_diagonal, Matrix.diagonal_mul] at h1
  have h2 : (a i - a j) * B i j = 0 := by linear_combination h1
  rcases mul_eq_zero.mp h2 with h3 | h3
  · exact sub_eq_zero.mp h3
  · exact absurd h3 hB
```

The pattern shared by both is worth reusing. `congrFun (congrFun h i) j` extracts the $(i,j)$ element from a matrix equation `h`, and `linear_combination h1` proves a rearranged scalar equation by checking that it differs from `h1` by a ring identity.

The chain lemma joins them. For `k : Fin n`, that is $k = 0, \dots, n-1$, the terms `k.castSucc` and `k.succ` are $k$ and $k+1$ as indices in $0, \dots, n$, so `hsup` says $B_{k,k+1} \ne 0$ for every rung; the other entries of $B$ are unrestricted. In the proof, `hA` shows that $A$ is diagonal and `obtain ⟨a, rfl⟩` replaces $A$ by $\operatorname{diag}(a)$. Then `hconst` is the third step: `Fin.induction` starts at $k = 0$ and passes from `k.castSucc` to `k.succ`, the same pair that appears in `hsup`, so each induction step is one use of the second lemma. The scalar supplied is `a 0`.

```lean
/-- A matrix commuting with a diagonal matrix of distinct entries and with a matrix `B`
whose elements `(k, k + 1)` are all nonzero is a multiple of the identity. -/
theorem scalar_of_commute_chain {n : ℕ} (d : Fin (n + 1) → ℂ) (hd : Function.Injective d)
    (B : SpinMatrix n) (hsup : ∀ k : Fin n, B k.castSucc k.succ ≠ 0) (A : SpinMatrix n)
    (hD : A * Matrix.diagonal d = Matrix.diagonal d * A) (hB : A * B = B * A) :
    ∃ c : ℂ, A = c • (1 : SpinMatrix n) := by
  -- A is diagonal
  have hA : ∃ a : Fin (n + 1) → ℂ, A = Matrix.diagonal a := by
    refine ⟨fun i => A i i, ?_⟩
    ext i j
    by_cases hij : i = j
    · subst hij
      simp
    · rw [Matrix.diagonal_apply_ne _ hij]
      exact offdiag_eq_zero_of_commute d hd A hD hij
  obtain ⟨a, rfl⟩ := hA
  -- the coupling k → k + 1 carries the first diagonal entry along the whole ladder
  have hconst : ∀ k : Fin (n + 1), a k = a 0 := by
    intro k
    induction k using Fin.induction with
    | zero => rfl
    | succ k ih => exact (diag_eq_of_coupled a B hB (hsup k)).symm.trans ih
  refine ⟨a 0, ?_⟩
  ext i j
  rw [Matrix.diagonal_apply, Matrix.smul_apply, Matrix.one_apply, hconst i]
  split_ifs <;> simp
```

Three short facts connect this to spin. The $m_k$ are distinct, since $m_i = m_j$ gives $i = j$; $\ell_k > 0$ for $k < n$, as the root of a product of positive numbers; and the $(k,k+1)$ element of `Jp` is $\ell_k$.

```lean
/-- Different basis states have different magnetic quantum numbers. -/
theorem mQ_injective (n : ℕ) : Function.Injective (mQ n) := by
  intro i j h
  simp only [mQ] at h
  have h1 : ((i : ℕ) : ℂ) = ((j : ℕ) : ℂ) := by linear_combination -h
  exact Fin.ext (by exact_mod_cast h1)

/-- The ladder coefficient `√((k + 1)(n - k))` is positive for `k < n`. -/
theorem ladderCoeff_pos {n k : ℕ} (h : k < n) : 0 < ladderCoeff n k := by
  have h1 : (k : ℝ) < (n : ℝ) := by exact_mod_cast h
  exact Real.sqrt_pos.mpr (mul_pos (by positivity) (sub_pos.mpr h1))

/-- The element `(k, k + 1)` of `J₊` is the ladder coefficient. -/
theorem Jp_superdiag (n : ℕ) (k : Fin n) :
    Jp n k.castSucc k.succ = ((ladderCoeff n (k : ℕ) : ℝ) : ℂ) := by
  simp [Jp]
```

**Q.** Read me the main theorem, including what it assumes about $A$.

**A.** For every natural number $n$ and every complex $(n+1) \times (n+1)$ matrix $A$: $A J_z = J_z A$ and $A J_+ = J_+ A$ both hold if and only if there is a complex number $c$ with $A = c\,\mathbb 1$. Nothing else is assumed. $A$ need not be Hermitian, and accordingly $c$ is complex. At $n = 0$ the matrices are $1 \times 1$, $J_z = J_+ = 0$, there are no rungs, and both sides hold for every $A$. The forward direction applies the chain lemma with `mQ n` for $d$ and `Jp n` for $B$; the backward direction pulls $c$ out of both products.

```lean
/-- For spin `n / 2`, a complex matrix commutes with both `Jz` and `J₊` if and
only if it is a scalar multiple of the identity. -/
theorem schur_spin (n : ℕ) (A : SpinMatrix n) :
    (A * Jz n = Jz n * A ∧ A * Jp n = Jp n * A) ↔ ∃ c : ℂ, A = c • (1 : SpinMatrix n) := by
  constructor
  · rintro ⟨hz, hp⟩
    refine scalar_of_commute_chain (mQ n) (mQ_injective n) (Jp n) (fun k => ?_) A hz hp
    rw [Jp_superdiag]
    exact Complex.ofReal_ne_zero.mpr (ladderCoeff_pos k.isLt).ne'
  · rintro ⟨c, rfl⟩
    constructor <;> rw [Matrix.smul_mul, Matrix.mul_smul, Matrix.one_mul, Matrix.mul_one]
```

For quantum mechanics this is the $(n+1)$-fold degeneracy of a rotationally invariant Hamiltonian, restricted to an operator that acts within one isolated multiplet and commutes exactly.

**Q.** Schur's lemma, as I learned it, concerns irreducible representations. Is this that lemma?

**A.** It has the same conclusion for one explicit family of matrices and a different route. The general lemma takes any irreducible set of matrices on a finite-dimensional complex space, picks an eigenvalue of $A$, and uses that its eigenspace is invariant. Here no eigenvalue of $A$ has to be picked at the start, and irreducibility is not assumed. In fact the pair $J_z$, $J_+$ is reducible for $n \ge 1$: the line spanned by $e_0$ is mapped into itself by both, so the general lemma does not apply to this pair directly. Operators between two different multiplets, which the general lemma also treats, do not appear.

**Q.** The theorem says that $c$ exists. I want its value, and I want a version with observables, since $J_+$ is not Hermitian.

**A.** Taking the trace of $A = c\,\mathbb 1$ gives $\operatorname{tr} A = c\,(n+1)$, so $c = \operatorname{tr} A/(n+1)$, as with $6/3$ above. In the proof, `h` is this trace computation, and `hn` records $n + 1 \neq 0$ for the division.

```lean
/-- A matrix commuting with `Jz` and `J₊` equals its trace divided by `n + 1`, times the
identity. -/
theorem eq_trace_smul_one (n : ℕ) (A : SpinMatrix n)
    (hz : A * Jz n = Jz n * A) (hp : A * Jp n = Jp n * A) :
    A = (Matrix.trace A / ((n : ℂ) + 1)) • (1 : SpinMatrix n) := by
  obtain ⟨c, rfl⟩ := (schur_spin n A).mp ⟨hz, hp⟩
  have hn : ((n : ℂ) + 1) ≠ 0 := Nat.cast_add_one_ne_zero n
  have h : Matrix.trace (c • (1 : SpinMatrix n)) / ((n : ℂ) + 1) = c := by
    rw [Matrix.trace_smul, Matrix.trace_one, Fintype.card_fin, smul_eq_mul]
    push_cast
    field_simp
  rw [h]
```

With observables: a matrix commuting with $J_z$ and $J_x$ is scalar. This is the chain lemma with $B = J_x$. The element $(J_-)_{k,k+1} = (J_+)_{k+1,k}$ vanishes, which is `hlow`, so $(J_x)_{k,k+1} = \ell_k/2$, which is `hentry`, and that is nonzero. Only this direction is stated.

```lean
/-- A matrix commuting with `Jz` and `Jx` is a scalar multiple of the identity. -/
theorem scalar_of_commute_Jz_Jx (n : ℕ) (A : SpinMatrix n)
    (hz : A * Jz n = Jz n * A) (hx : A * Jx n = Jx n * A) :
    ∃ c : ℂ, A = c • (1 : SpinMatrix n) := by
  refine scalar_of_commute_chain (mQ n) (mQ_injective n) (Jx n) (fun k => ?_) A hz hx
  -- J₋ contributes nothing at (k, k + 1)
  have hlow : Jp n k.succ k.castSucc = 0 := by
    have h : ¬ (((k.castSucc : Fin (n + 1)) : ℕ) = ((k.succ : Fin (n + 1)) : ℕ) + 1) := by
      show ¬ ((k : ℕ) = (k : ℕ) + 1 + 1)
      omega
    unfold Jp
    rw [Matrix.of_apply]
    exact if_neg h
  have hentry : Jx n k.castSucc k.succ
      = (1 / 2 : ℂ) * ((ladderCoeff n (k : ℕ) : ℝ) : ℂ) := by
    simp only [Jx, Jm, Matrix.smul_apply, Matrix.add_apply, Matrix.transpose_apply,
      Jp_superdiag, hlow, add_zero, smul_eq_mul]
  rw [hentry]
  exact mul_ne_zero (by norm_num)
    (Complex.ofReal_ne_zero.mpr (ladderCoeff_pos k.isLt).ne')
```

There is also a statement close to your irreducibility. If $P^2 = P$ and $P$ commutes with $J_z$ and $J_+$, then $P = 0$ or $P = \mathbb 1$. Writing $P = c\,\mathbb 1$ and reading the $(0,0)$ element gives $c^2 = c$, and `hc` factors this as $c(c-1) = 0$. A commuting idempotent corresponds to a splitting of the space into two complementary subspaces, its image and its kernel, each invariant under both matrices, so the statement excludes every such splitting except the trivial ones, in which one subspace is zero and the other is the whole space. It does not exclude a single invariant subspace like the line through $e_0$.

```lean
/-- An idempotent matrix commuting with `Jz` and `J₊` is zero or the identity. -/
theorem idempotent_eq_zero_or_one (n : ℕ) (P : SpinMatrix n) (hP : P * P = P)
    (hz : P * Jz n = Jz n * P) (hp : P * Jp n = Jp n * P) : P = 0 ∨ P = 1 := by
  obtain ⟨c, rfl⟩ := (schur_spin n P).mp ⟨hz, hp⟩
  rw [Matrix.smul_mul, Matrix.one_mul, smul_smul] at hP
  have h := congrFun (congrFun hP 0) 0
  simp only [Matrix.smul_apply, Matrix.one_apply_eq, smul_eq_mul, mul_one] at h
  -- the scalar satisfies c² = c
  have hc : c * (c - 1) = 0 := by linear_combination h
  rcases mul_eq_zero.mp hc with h0 | h1
  · left
    rw [h0, zero_smul]
  · right
    rw [sub_eq_zero.mp h1, one_smul]
```

**Q.** Are both commutators needed, or is one of them decoration?

**A.** Both are needed once $n \geq 1$, which is the hypothesis `0 < n`. Two theorems say that it is false that every matrix commuting with $J_z$ is scalar, and likewise for $J_+$. The witness in the first is $J_z$: it commutes with itself, and if it were $c\,\mathbb 1$ then $m_0 = m_n$, forcing $n = 0$. For spin $1/2$ this is $\operatorname{diag}(1/2, -1/2)$.

```lean
/-- For `n ≥ 1`, not every matrix commuting with `Jz` is a multiple of the identity. -/
theorem Jz_alone_not_enough (n : ℕ) (hn : 0 < n) :
    ¬ ∀ A : SpinMatrix n, A * Jz n = Jz n * A → ∃ c : ℂ, A = c • (1 : SpinMatrix n) := by
  intro h
  -- Jz itself would be scalar, forcing all m to coincide
  obtain ⟨c, hc⟩ := h (Jz n) rfl
  have e : ∀ i, mQ n i = c := fun i => by
    have h1 := congrFun (congrFun hc i) i
    simpa [Jz] using h1
  have h2 := mQ_injective n ((e 0).trans (e (Fin.last n)).symm)
  have h3 : (0 : ℕ) = n := by simpa using congrArg Fin.val h2
  omega
```

The witness in the second is $J_+$: a scalar matrix has zero at $(k, k+1)$, where $J_+$ has $\ell_k > 0$. For spin $1/2$ it is the matrix with a single $1$ at $(0,1)$.

```lean
/-- For `n ≥ 1`, not every matrix commuting with `J₊` is a multiple of the identity. -/
theorem Jp_alone_not_enough (n : ℕ) (hn : 0 < n) :
    ¬ ∀ A : SpinMatrix n, A * Jp n = Jp n * A → ∃ c : ℂ, A = c • (1 : SpinMatrix n) := by
  intro h
  -- J₊ itself would be scalar, yet it has a nonzero off-diagonal element
  obtain ⟨c, hc⟩ := h (Jp n) rfl
  obtain ⟨k⟩ : Nonempty (Fin n) := ⟨⟨0, hn⟩⟩
  have hne : k.castSucc ≠ k.succ := by
    intro he
    have h0 : (k : ℕ) = (k : ℕ) + 1 := congrArg Fin.val he
    omega
  have h1 := congrFun (congrFun hc k.castSucc) k.succ
  rw [Jp_superdiag, Matrix.smul_apply, Matrix.one_apply_ne hne, smul_zero] at h1
  exact Complex.ofReal_ne_zero.mpr (ladderCoeff_pos k.isLt).ne' h1

end

end SpinSchurLemma
```

```lean
#print axioms SpinSchurLemma.schur_spin
#print axioms SpinSchurLemma.eq_trace_smul_one
#print axioms SpinSchurLemma.Jz_alone_not_enough
#print axioms SpinSchurLemma.Jp_alone_not_enough
```

```
'SpinSchurLemma.schur_spin' depends on axioms: [propext, Classical.choice, Quot.sound]
'SpinSchurLemma.eq_trace_smul_one' depends on axioms: [propext, Classical.choice, Quot.sound]
'SpinSchurLemma.Jz_alone_not_enough' depends on axioms: [propext, Classical.choice, Quot.sound]
'SpinSchurLemma.Jp_alone_not_enough' depends on axioms: [propext, Classical.choice, Quot.sound]
```

**Q.** The operator $\mathbf S_1 \cdot \mathbf S_2$ of two electron spins is invariant and is not scalar. Where does the argument break?

**A.** The examples in this answer, like the spin 1 numbers, are worked on paper and are not among the Lean theorems. The four two-spin states form a triplet and a singlet, not one multiplet. In the coupled basis the total $J_z$ has the entry $0$ twice, so `hd` fails, and the total $J_+$ does not link the singlet to the triplet, so `hsup` fails too. The operator takes the value $1/4$ on the triplet and $-3/4$ on the singlet.

One broken rung is already enough. Take $d = (1/2, -1/2, 0)$, which is distinct, and $B$ with $B_{01} = 1$ and all other entries zero, a spin $1/2$ block next to a spin $0$ block. Then $A = \operatorname{diag}(1,1,0)$ commutes with $\operatorname{diag}(d)$ and with $B$, since the only element to check is $(a_0 - a_1) B_{01} = 0$. It is not scalar, because $B_{12} = 0$ puts no condition on $a_2$.

**Q.** How does any of this show up when I compute?

**A.** The definitions translate directly. In NumPy, with `k = np.arange(n)`, the raising matrix is `np.diag(np.sqrt((k+1)*(n-k)), 1)`, and $J_z$ is `np.diag(n/2 - np.arange(n+1))`. For an operator known to be invariant and to act within the multiplet, one diagonal element, for example $A_{00}$ in the top state, gives $c$, and the rest of the block need not be evaluated. If the whole block has been computed, comparing it with $\operatorname{tr} A/(n+1)$ times the identity tests the code. The theorems concern commutators that vanish exactly and give no bound for the small residues left by rounding.
